# Moving a scalar factor between the off-diagonal blocks of a determinant

For a square matrix split into blocks over two finite index sets, the lemma says that multiplying the upper-right block by a scalar `t` gives the same determinant as multiplying the lower-left block by `t` instead. If the blocks are read as couplings within and between two finite sets of orbitals, scaling the coupling in one direction changes the determinant just as scaling it in the other does. The entries lie in any commutative ring, `t` need not be invertible, and no symmetry between the off-diagonal blocks is assumed. The attempt first proves the identity over polynomials, with the indeterminate `X` in place of `t`: the two block matrices are related through the diagonal matrix with blocks 1 and `X`, whose determinant is a power of `X` and can be cancelled. It then evaluates the polynomials at `t`.

The failing Lean file:

```lean
import Mathlib

open Matrix Polynomial

namespace DetMoveFactor

variable {R p q : Type*} [CommRing R]

variable [Fintype p] [Fintype q] [DecidableEq p] [DecidableEq q]

/-- A scalar factor can be moved from one off-diagonal block to the other without changing
the determinant, even if the factor is not invertible. -/
theorem det_move_factor {S : Type*} [CommRing S] (t : S) (P : Matrix p p S)
    (N : Matrix p q S) (M : Matrix q p S) (Q : Matrix q q S) :
    (fromBlocks P (t • N) M Q).det = (fromBlocks P N (t • M) Q).det := by
  -- first for an indeterminate factor, whose powers can be cancelled
  have key : (fromBlocks (P.map C) ((X : S[X]) • N.map C) (M.map C) (Q.map C)).det
      = (fromBlocks (P.map C) (N.map C) ((X : S[X]) • M.map C) (Q.map C)).det := by
    have h : fromBlocks 1 0 0 ((X : S[X]) • (1 : Matrix q q S[X]))
          * fromBlocks (P.map C) ((X : S[X]) • N.map C) (M.map C) (Q.map C)
        = fromBlocks (P.map C) (N.map C) ((X : S[X]) • M.map C) (Q.map C)
          * fromBlocks 1 0 0 ((X : S[X]) • (1 : Matrix q q S[X])) := by
      simp [fromBlocks_multiply]
    have hD : (fromBlocks (1 : Matrix p p S[X]) 0 0
        ((X : S[X]) • (1 : Matrix q q S[X]))).det = X ^ Fintype.card q := by
      rw [det_fromBlocks_zero₂₁, det_one, one_mul, det_smul, det_one, mul_one]
    have hd := congrArg Matrix.det h
    rw [det_mul, det_mul, hD] at hd
    exact (monic_X_pow (Fintype.card q)).isRegular.left (hd.trans (mul_comm _ _))
  -- then the indeterminate is given the value `t`
  have e := congrArg (evalRingHom t) key
  rw [RingHom.map_det, RingHom.map_det] at e
  convert e using 2 <;> ext (i | i) (j | j) <;> simp

end DetMoveFactor
```

Messages:

```
Main.lean:15:71: error: unsolved goals
case e'_2.inl.inr
p : Type u_2
q : Type u_3
inst✝⁴ : Fintype p
inst✝³ : Fintype q
inst✝² : DecidableEq p
inst✝¹ : DecidableEq q
S : Type u_4
inst✝ : CommRing S
t : S
P : Matrix p p S
N : Matrix p q S
M : Matrix q p S
Q : Matrix q q S
key :
  (fromBlocks (P.map ⇑C) (X • N.map ⇑C) (M.map ⇑C) (Q.map ⇑C)).det =
    (fromBlocks (P.map ⇑C) (N.map ⇑C) (X • M.map ⇑C) (Q.map ⇑C)).det
e :
  ((evalRingHom t).mapMatrix (fromBlocks (P.map ⇑C) (X • N.map ⇑C) (M.map ⇑C) (Q.map ⇑C))).det =
    ((evalRingHom t).mapMatrix (fromBlocks (P.map ⇑C) (N.map ⇑C) (X • M.map ⇑C) (Q.map ⇑C))).det
i : p
j : q
⊢ t * N i j = N i j * t

case e'_3.inr.inl
p : Type u_2
q : Type u_3
inst✝⁴ : Fintype p
inst✝³ : Fintype q
inst✝² : DecidableEq p
inst✝¹ : DecidableEq q
S : Type u_4
inst✝ : CommRing S
t : S
P : Matrix p p S
N : Matrix p q S
M : Matrix q p S
Q : Matrix q q S
key :
  (fromBlocks (P.map ⇑C) (X • N.map ⇑C) (M.map ⇑C) (Q.map ⇑C)).det =
    (fromBlocks (P.map ⇑C) (N.map ⇑C) (X • M.map ⇑C) (Q.map ⇑C)).det
e :
  ((evalRingHom t).mapMatrix (fromBlocks (P.map ⇑C) (X • N.map ⇑C) (M.map ⇑C) (Q.map ⇑C))).det =
    ((evalRingHom t).mapMatrix (fromBlocks (P.map ⇑C) (N.map ⇑C) (X • M.map ⇑C) (Q.map ⇑C))).det
i : q
j : p
⊢ t * M i j = M i j * t
```

What went wrong. Lean reports a single error, with two goals left unsolved at the end of the proof. The polynomial identity `key` and its evaluated form `e` are both in place; what fails is the last line, which matches `e` with the statement entry by entry.

There `simp` closes every case except the two in which an entry carries the factor: `t * N i j = N i j * t` in the upper-right block and `t * M i j = M i j * t` in the lower-left. In each, the left side comes from the statement and the right side from the evaluated polynomial matrix, with the factors in opposite orders. Both equations are true because `S` is commutative, but this `simp` call does not apply commutativity to close them.

The repair adds `<;> ring`, which runs `ring` on each goal that `simp` leaves. `ring` proves identities in commutative rings, so the order of the factors no longer matters and both goals close. Cases already finished by `simp` leave nothing for it to do.

The change, after which it compiles:

```diff
@@ -31,5 +31,5 @@
   have e := congrArg (evalRingHom t) key
   rw [RingHom.map_det, RingHom.map_det] at e
-  convert e using 2 <;> ext (i | i) (j | j) <;> simp
+  convert e using 2 <;> ext (i | i) (j | j) <;> simp <;> ring
 
 end DetMoveFactor
```
